# Normal-incidence reflectivity: circles of constant R in the (n, k) plane and the minimum at fixed k

## Index, amplitudes and reflectivity

A plane wave travels through vacuum and falls at normal incidence on a flat, semi-infinite medium. The medium is homogeneous, isotropic and non-magnetic, and at the frequency of the wave it has the complex refractive index

N = n + ik,

where the real numbers n and k are the refractive index and the extinction coefficient. With the time factor exp(−iωt), where ω is the angular frequency, an absorbing medium has k > 0. Only k² enters the reflectivity, so the opposite sign convention gives the same results.

The incident electric field has amplitude 1 at the surface, the reflected field has amplitude r and the transmitted field has amplitude t. All three are measured along the same tangential direction. In a wave that travels forward, the magnetic amplitude is the index times the electric amplitude, in units in which the vacuum ratio is 1. In the reflected wave it has the opposite sign. Continuity of the two tangential fields then reads

1 + r = t,

1 − r = N t.

The reflectivity is the reflected fraction of the incident power, R = |r|². As a function of the optical constants it is

R(n, k) = ((n − 1)² + k²) / ((n + 1)² + k²).

For n > 0 three statements hold. First, R < 1. Second, for a given value ρ with 0 ≤ ρ < 1, the points (n, k) with n > 0 and R(n, k) = ρ are exactly the points of the circle with centre ((1 + ρ)/(1 − ρ), 0) and radius 2√ρ/(1 − ρ). Third, at fixed k the reflectivity is smallest at n = √(1 + k²) and nowhere else.

The condition n > 0 means that the transmitted wave carries energy into the medium. At n = 0 the formula gives R = 1. An example is a lossless free-electron metal below its plasma frequency, which reflects everything.

## Derivation from the matching conditions

**The amplitudes.** Multiply the first condition by N and subtract the second:

N + N r − 1 + r = 0, so r (1 + N) = 1 − N.

Adding the two conditions gives 2 = (1 + N) t. For N ≠ −1, therefore,

r = (1 − N)/(1 + N), t = 2/(1 + N).

Since |1 − N|² = (n − 1)² + k² and |1 + N|² = (n + 1)² + k², the squared modulus of r is R(n, k).

**The bound.** Write D = (n + 1)² + k², which is positive for n > 0. Then

1 − R = ((n + 1)² − (n − 1)²)/D = 4n/D.

The right-hand side is positive, so R < 1.

**The circle.** For n > 0 the equation R(n, k) = ρ is equivalent to

(n − 1)² + k² = ρ ((n + 1)² + k²).

Expanding and collecting terms gives

(1 − ρ)(n² + k² + 1) = 2(1 + ρ) n.

Divide by 1 − ρ and set c = (1 + ρ)/(1 − ρ). The equation becomes n² − 2cn + k² + 1 = 0, and completing the square gives

(n − c)² + k² = c² − 1.

The right-hand side is the square of the stated radius:

c² − 1 = ((1 + ρ)² − (1 − ρ)²)/(1 − ρ)² = 4ρ/(1 − ρ)².

Conversely, a point on this circle satisfies the collected equation. Its left-hand side is positive and so is 1 + ρ, hence n > 0. The whole circle therefore lies in the half-plane n > 0. For ρ = 0 it shrinks to the single point (1, 0), the index of vacuum.

**The minimum.** Fix k and let s = √(1 + k²), so that k² = s² − 1. At n = s the numerator of R is

(s − 1)² + s² − 1 = 2s(s − 1),

and the denominator is

(s + 1)² + s² − 1 = 2s(s + 1).

Hence

R(s, k) = (s − 1)/(s + 1).

For any other n > 0, put R(n, k) − R(s, k) over the common denominator (s + 1)D. The numerator is

(s + 1)((n − 1)² + k²) − (s − 1)((n + 1)² + k²)

= s((n − 1)² − (n + 1)²) + (n − 1)² + (n + 1)² + 2k²

= −4ns + 2n² + 2(1 + k²)

= 2(n − s)².

This gives the excess over the minimum without any differentiation:

R(n, k) − R(s, k) = 2(n − s)² / ((s + 1)D).

It is zero at n = s and positive at every other n > 0.

## The reflectivity as a Lean function

The development uses real numbers for the optical constants and complex numbers for the amplitudes. Opening the namespace `Complex` makes the imaginary unit `I` and the squared modulus `normSq` available under their short names.

```lean
import Mathlib

open Complex

namespace NormalIncidenceReflectivity

noncomputable section
```

The reflectivity is defined by its closed formula, as a function of two real arguments. Nothing in it depends on frequency: `n` and `k` are the values at one frequency, and no dispersion model connects them. The sign of `k` is also left free, so the statements cover both sign conventions.

```lean
/-- Normal-incidence reflectivity of a medium with refractive index `n` and extinction
coefficient `k`, seen from vacuum; its domain is `(n, k) ≠ (-1, 0)`. -/
def reflectivity (n k : ℝ) : ℝ := ((n - 1) ^ 2 + k ^ 2) / ((n + 1) ^ 2 + k ^ 2)
```

## From field matching to the formula

The first theorem solves the matching conditions. It is an equivalence, so for `1 + N ≠ 0` the stated amplitudes satisfy both conditions and are the only ones that do. The conditions themselves are taken as the starting point and are not derived from Maxwell's equations.

In the forward direction `eq_div_iff` clears the denominator, and each `linear_combination` names the combination of equations used by hand: N times the first minus the second for `r`, and the sum of the two, up to sign, for `t`. The reverse direction substitutes the amplitudes and simplifies.

```lean
/-- For complex index `N ≠ -1`, continuity of the tangential electric and magnetic fields
at the surface fixes the reflected amplitude `r` and the transmitted amplitude `t`. -/
theorem fresnel_amplitudes (N r t : ℂ) (hN : 1 + N ≠ 0) :
    (1 + r = t ∧ 1 - r = N * t) ↔ (r = (1 - N) / (1 + N) ∧ t = 2 / (1 + N)) := by
  constructor
  · rintro ⟨h1, h2⟩
    constructor
    · rw [eq_div_iff hN]
      linear_combination N * h1 - h2
    · rw [eq_div_iff hN]
      linear_combination -h1 - h2
  · rintro ⟨rfl, rfl⟩
    constructor <;> field_simp <;> ring
```

The next theorem connects the amplitudes with the definition. If `r` and `t` satisfy the matching conditions for the index `n + i k`, then `normSq r`, which is |r|², equals `reflectivity n k`. The formula in the definition is thereby tied to the interface problem.

The proof eliminates `t` to obtain r(1 + N) = 1 − N, which is `hr`, and takes the squared modulus of both sides. The equations `e1` and `e2` evaluate |1 + N|² and |1 − N|². No assumption N ≠ −1 is needed here, because the matching conditions have no solution at that index. In the proof this appears as `hD`: if (n + 1)² + k² were zero, then (n − 1)² + k² would be zero too, and the sum 2(n² + k² + 1) could not vanish.

```lean
/-- If the amplitudes `r` and `t` satisfy the field-matching conditions at the surface of a
medium with complex index `n + i k`, then `|r|²` is the reflectivity. -/
theorem normSq_amplitude_eq_reflectivity (n k : ℝ) (r t : ℂ)
    (hE : 1 + r = t) (hH : 1 - r = ((n : ℂ) + k * I) * t) :
    normSq r = reflectivity n k := by
  -- eliminate the transmitted wave
  have hr : r * (1 + ((n : ℂ) + k * I)) = 1 - ((n : ℂ) + k * I) := by
    linear_combination ((n : ℂ) + k * I) * hE - hH
  have e1 : normSq (1 + ((n : ℂ) + k * I)) = (n + 1) ^ 2 + k ^ 2 := by
    simp [normSq_apply]
    ring
  have e2 : normSq (1 - ((n : ℂ) + k * I)) = (n - 1) ^ 2 + k ^ 2 := by
    simp [normSq_apply]
    ring
  have h := congrArg normSq hr
  rw [map_mul, e1, e2] at h
  -- the matching conditions exclude the index -1
  have hD : (n + 1) ^ 2 + k ^ 2 ≠ 0 := by
    intro h0
    rw [h0, mul_zero] at h
    nlinarith [sq_nonneg n, sq_nonneg k]
  unfold reflectivity
  rw [eq_div_iff hD]
  exact h
```

## The power that enters the medium

The identity 1 − R = 4n/D is stated for `n > 0`, where `positivity` shows that the denominator is non-zero. After multiplication by D only the difference of the two squares remains, and `ring` evaluates it.

```lean
/-- For `n > 0` the fraction of the incident power that is not reflected is
`4n / ((n+1)² + k²)`. -/
theorem one_sub_reflectivity {n : ℝ} (hn : 0 < n) (k : ℝ) :
    1 - reflectivity n k = 4 * n / ((n + 1) ^ 2 + k ^ 2) := by
  have hD : (n + 1) ^ 2 + k ^ 2 ≠ 0 := by positivity
  unfold reflectivity
  rw [eq_div_iff hD, sub_mul, div_mul_cancel₀ _ hD]
  ring
```

The bound follows because 4n/D is positive. It holds for every real `k`, including the transparent case `k = 0`.

```lean
/-- A medium with `n > 0` reflects less than the full incident power. -/
theorem reflectivity_lt_one {n : ℝ} (hn : 0 < n) (k : ℝ) : reflectivity n k < 1 := by
  have h := one_sub_reflectivity hn k
  have hp : 0 < 4 * n / ((n + 1) ^ 2 + k ^ 2) := by positivity
  linarith
```

## The circle as an equivalence

The statement about the circle concerns one point `(n, k)` at a time. On the left stand the two conditions `0 < n` and `reflectivity n k = ρ`, and on the right stands the equation of the circle with its radius squared. Since the equivalence holds for all real `n` and `k`, the two sets of points coincide. To place a given medium with n > 0 on its circle, take ρ to be its own reflectivity, which is non-negative as a quotient of sums of squares and is below 1 by the previous theorem.

The proof rests on the identity `key`: the left side of the circle equation minus its right side equals

((n − 1)² + k² − ρ((n + 1)² + k²)) / (1 − ρ).

This is the completed square of the derivation, written as a single equation. If the reflectivity is ρ, the numerator vanishes and the circle equation follows. If the point lies on the circle, the quotient vanishes and so does its numerator, because 1 − ρ ≠ 0.

It remains to show that the point has n > 0. The equation `e` is the collected form 2(1 + ρ)n = (1 − ρ)(n² + k² + 1), with a positive right-hand side `hpos`. Assuming n ≤ 0 would make the left-hand side non-positive, which is a contradiction.

```lean
/-- For `0 ≤ ρ < 1`, the optical constants with `n > 0` and reflectivity `ρ` fill exactly the
circle with centre `((1+ρ)/(1-ρ), 0)` and radius `2√ρ/(1-ρ)` in the `(n, k)` plane. -/
theorem constant_reflectivity_circle {ρ : ℝ} (h0 : 0 ≤ ρ) (h1 : ρ < 1) (n k : ℝ) :
    (0 < n ∧ reflectivity n k = ρ) ↔
      (n - (1 + ρ) / (1 - ρ)) ^ 2 + k ^ 2 = (2 * √ρ / (1 - ρ)) ^ 2 := by
  have hd : 1 - ρ ≠ 0 := by linarith
  -- the circle equation is the reflectivity equation divided by 1 - ρ
  have key : (n - (1 + ρ) / (1 - ρ)) ^ 2 + k ^ 2 - (2 * √ρ / (1 - ρ)) ^ 2
      = ((n - 1) ^ 2 + k ^ 2 - ρ * ((n + 1) ^ 2 + k ^ 2)) / (1 - ρ) := by
    rw [div_pow (2 * √ρ), mul_pow, Real.sq_sqrt h0]
    field_simp
    ring
  constructor
  · rintro ⟨hn, hR⟩
    have hD : (n + 1) ^ 2 + k ^ 2 ≠ 0 := by positivity
    unfold reflectivity at hR
    rw [div_eq_iff hD] at hR
    rw [hR, sub_self, zero_div] at key
    linarith
  · intro hc
    rw [hc, sub_self] at key
    have hp : (n - 1) ^ 2 + k ^ 2 - ρ * ((n + 1) ^ 2 + k ^ 2) = 0 :=
      (div_eq_zero_iff.mp key.symm).resolve_right hd
    -- every point of the circle has a positive refractive index
    have hn : 0 < n := by
      have e : 2 * ((1 + ρ) * n) = (1 - ρ) * (n ^ 2 + k ^ 2 + 1) := by
        linear_combination -hp
      have hpos : 0 < (1 - ρ) * (n ^ 2 + k ^ 2 + 1) :=
        mul_pos (by linarith) (by positivity)
      by_contra hneg
      have hm : 0 ≤ (1 + ρ) * (-n) := mul_nonneg (by linarith) (by linarith)
      linarith [mul_neg (1 + ρ) n]
    have hD : (n + 1) ^ 2 + k ^ 2 ≠ 0 := by positivity
    refine ⟨hn, ?_⟩
    unfold reflectivity
    rw [div_eq_iff hD]
    linarith
```

## The minimum at fixed extinction

The value at n = √(1 + k²) is computed first, for every real `k`. The step `generalize` replaces the square root by a variable `s` and keeps only two facts about it, s > 0 and s² = 1 + k². After cross-multiplication the two sides differ by 2(1 + k² − s²), which the second fact sets to zero.

```lean
/-- At extinction coefficient `k` and refractive index `√(1+k²)` the reflectivity equals
`(√(1+k²) - 1) / (√(1+k²) + 1)`. -/
theorem reflectivity_at_sqrt (k : ℝ) :
    reflectivity (√(1 + k ^ 2)) k = (√(1 + k ^ 2) - 1) / (√(1 + k ^ 2) + 1) := by
  have hs : 0 < √(1 + k ^ 2) := Real.sqrt_pos.mpr (by positivity)
  have hk : √(1 + k ^ 2) ^ 2 = 1 + k ^ 2 := Real.sq_sqrt (by positivity)
  generalize √(1 + k ^ 2) = s at hs hk ⊢
  have hD : (s + 1) ^ 2 + k ^ 2 ≠ 0 := by positivity
  have hs1 : s + 1 ≠ 0 := by positivity
  unfold reflectivity
  rw [div_eq_div_iff hD hs1]
  linear_combination -2 * hk
```

The formula for the excess has the same structure. The proof inserts the value just found, brings the difference of the two fractions to a common denominator and cross-multiplies. The relation s² = 1 + k² then turns the numerator into 2(n − s)², as in the derivation.

```lean
/-- For `n > 0`, the reflectivity exceeds its value at `√(1+k²)` by an explicit multiple of
the squared distance of `n` from `√(1+k²)`. -/
theorem reflectivity_excess {n : ℝ} (hn : 0 < n) (k : ℝ) :
    reflectivity n k - reflectivity (√(1 + k ^ 2)) k =
      2 * (n - √(1 + k ^ 2)) ^ 2 / ((√(1 + k ^ 2) + 1) * ((n + 1) ^ 2 + k ^ 2)) := by
  rw [reflectivity_at_sqrt]
  have hs : 0 < √(1 + k ^ 2) := Real.sqrt_pos.mpr (by positivity)
  have hk : √(1 + k ^ 2) ^ 2 = 1 + k ^ 2 := Real.sq_sqrt (by positivity)
  generalize √(1 + k ^ 2) = s at hs hk ⊢
  have hD : (n + 1) ^ 2 + k ^ 2 ≠ 0 := by positivity
  have hs1 : s + 1 ≠ 0 := by positivity
  unfold reflectivity
  rw [div_sub_div _ _ hD hs1, div_eq_div_iff (mul_ne_zero hD hs1) (mul_ne_zero hs1 hD)]
  linear_combination -2 * ((n + 1) ^ 2 + k ^ 2) * (s + 1) * hk
```

The last theorem takes `n > 0` different from √(1 + k²) and concludes that its reflectivity is strictly larger. The square (n − s)² is then positive, and so is the whole excess. Since √(1 + k²) is itself positive, it belongs to the range of indices being compared and is the unique minimiser there. The comparison treats n as a free variable at fixed k; in a real material the two change together with frequency, so a minimum of a measured spectrum need not satisfy n = √(1 + k²).

```lean
/-- At fixed extinction coefficient `k`, every refractive index `n > 0` other than `√(1+k²)`
gives a strictly larger reflectivity than `√(1+k²)` does. -/
theorem reflectivity_unique_minimum {n : ℝ} (hn : 0 < n) (k : ℝ)
    (hne : n ≠ √(1 + k ^ 2)) :
    reflectivity (√(1 + k ^ 2)) k < reflectivity n k := by
  have h := reflectivity_excess hn k
  have hsq : 0 < (n - √(1 + k ^ 2)) ^ 2 := sq_pos_of_ne_zero (sub_ne_zero.mpr hne)
  have hp : 0 < 2 * (n - √(1 + k ^ 2)) ^ 2 /
      ((√(1 + k ^ 2) + 1) * ((n + 1) ^ 2 + k ^ 2)) :=
    div_pos (by linarith) (by positivity)
  linarith

end

end NormalIncidenceReflectivity
```

```lean
#print axioms NormalIncidenceReflectivity.normSq_amplitude_eq_reflectivity
-- 'NormalIncidenceReflectivity.normSq_amplitude_eq_reflectivity' depends on axioms: [propext, Classical.choice, Quot.sound]
#print axioms NormalIncidenceReflectivity.reflectivity_lt_one
-- 'NormalIncidenceReflectivity.reflectivity_lt_one' depends on axioms: [propext, Classical.choice, Quot.sound]
#print axioms NormalIncidenceReflectivity.constant_reflectivity_circle
-- 'NormalIncidenceReflectivity.constant_reflectivity_circle' depends on axioms: [propext, Classical.choice, Quot.sound]
#print axioms NormalIncidenceReflectivity.reflectivity_unique_minimum
-- 'NormalIncidenceReflectivity.reflectivity_unique_minimum' depends on axioms: [propext, Classical.choice, Quot.sound]
```

## From a calculated dielectric function to R

An electronic-structure calculation of optical response usually delivers the complex dielectric function ε = ε₁ + iε₂ on a grid of frequencies. For a non-magnetic, isotropic bulk medium with a sharp surface and light at normal incidence, the formula above turns it into a reflectivity spectrum. Oblique incidence and thin films lead to other formulas in general. For an anisotropic crystal at normal incidence the formula still applies when the electric field lies along a principal axis of the dielectric tensor, with the index that belongs to this axis.

At each frequency, take the complex square root N = √ε on the branch with n ≥ 0, form r = (1 − N)/(1 + N) and compute R = |r|². For ε = 3 + 4i the root is N = 2 + i, and

R = (1 + 1)/(9 + 1) = 0.2.

The other results can be checked on the same numbers. The circle for ρ = 0.2 has centre (1.5, 0) and squared radius 1.25, and indeed (2 − 1.5)² + 1² = 1.25. At k = 1 the smallest possible reflectivity is (√2 − 1)/(√2 + 1) ≈ 0.172, reached at n = √2, and 0.2 lies above it.

Two points matter in practice. When R is close to 1, as for a good metal in the infrared, the absorbed fraction is better computed as 4n/((n + 1)² + k²) than as 1 − R, because the subtraction loses significant digits. In the opposite direction, a single measured value of R strictly between 0 and 1 restricts the optical constants to a circle and does not fix them. A second piece of information, such as the phase of r, is needed to select the point.
